# Positive-energy Dirac spinors of a free massive particle solve the momentum-space Dirac equation

For a free spin-1/2 particle of mass M > 0 and real momentum p, in units with ħ = c = 1 and with the gamma matrices in the Dirac representation (γ⁰ diagonal), `dirac_equation` states that (γ⁰E − γ·p)u = Mu, where E = √(M² + p²). Here u is a 4×2 matrix whose two columns are the spinors for the two spin states, with upper block √(E+M) times the identity and lower block √(E+M) (σ·p)/(E+M). The columns are not unit vectors: each has squared norm 2E, so dividing by √(2E) would normalise them, and the equation, being linear, would still hold. The attempt proves the upper and lower blocks separately, without the common factor √(E+M), as `h1` and `h2`, and then reassembles them. The upper block needs (σ·p)² = p² and E² = M² + p²; the lower one needs only that E + M is nonzero.

As first written in Lean, the proof fails:

```lean
import Mathlib

open Matrix Filter Topology

namespace NonrelativisticFormFactor

noncomputable section

/-- The 2x2 matrix `σ·p` for a real three-vector `p`. -/
def pauliDot (p : Fin 3 → ℝ) : Matrix (Fin 2) (Fin 2) ℂ :=
  !![(p 2 : ℂ), p 0 - Complex.I * p 1; p 0 + Complex.I * p 1, -(p 2 : ℂ)]

/-- The relativistic energy of a particle of mass `M` and momentum `p`. -/
def energy (M : ℝ) (p : Fin 3 → ℝ) : ℝ := √(M ^ 2 + p ⬝ᵥ p)

/-- The contraction `γ⁰ k₀ - γ·k` of a four-vector with the gamma matrices. -/
def slash (k0 : ℝ) (k : Fin 3 → ℝ) : Matrix (Fin 2 ⊕ Fin 2) (Fin 2 ⊕ Fin 2) ℂ :=
  fromBlocks (k0 • 1) (-pauliDot k) (pauliDot k) (-(k0 • 1))

/-- The positive-energy Dirac spinors; the two columns are the two spin states. -/
def spinor (M : ℝ) (p : Fin 3 → ℝ) : Matrix (Fin 2 ⊕ Fin 2) (Fin 2) ℂ :=
  √(energy M p + M) • fromRows 1 ((energy M p + M)⁻¹ • pauliDot p)

/-- The Pauli product identity `(σ·a)(σ·c) = a·c + iσ·(a × c)`. -/
theorem pauliDot_mul (a c : Fin 3 → ℝ) :
    pauliDot a * pauliDot c = (a ⬝ᵥ c) • 1 + Complex.I • pauliDot (a ⨯₃ c) := by
  ext i j
  fin_cases i <;> fin_cases j <;> apply Complex.ext <;>
    simp [pauliDot, Matrix.mul_apply, Fin.sum_univ_two, Fin.sum_univ_three, dotProduct,
      cross_apply] <;> ring

/-- For positive mass the energy is at least `M` and obeys `E² = M² + p²`. -/
theorem energy_shell {M : ℝ} (hM : 0 < M) (p : Fin 3 → ℝ) :
    M ≤ energy M p ∧ energy M p ^ 2 = M ^ 2 + p ⬝ᵥ p := by
  have hp : 0 ≤ p ⬝ᵥ p := Finset.sum_nonneg fun i _ => mul_self_nonneg (p i)
  exact ⟨(Real.le_sqrt' hM).2 (by linarith), Real.sq_sqrt (by positivity)⟩

/-- The spinors solve the free Dirac equation `p̸ u(p) = M u(p)`. -/
theorem dirac_equation {M : ℝ} (hM : 0 < M) (p : Fin 3 → ℝ) :
    slash (energy M p) p * spinor M p = M • spinor M p := by
  obtain ⟨hE, hsq⟩ := energy_shell hM p
  have hpos : energy M p + M ≠ 0 := by linarith
  have hs : pauliDot p * pauliDot p = (p ⬝ᵥ p) • 1 := by
    rw [pauliDot_mul, cross_self]
    ext i j
    fin_cases i <;> fin_cases j <;> simp [pauliDot]
  have hc : energy M p - (energy M p + M)⁻¹ * (p ⬝ᵥ p) = M := by
    rw [show p ⬝ᵥ p = (energy M p + M) * (energy M p - M) by linear_combination -hsq,
      inv_mul_cancel_left₀ hpos]
    ring
  have hd : 1 - energy M p * (energy M p + M)⁻¹ = M * (energy M p + M)⁻¹ := by
    linear_combination -(mul_inv_cancel₀ hpos)
  -- upper and lower components of the equation
  have h1 : (energy M p • (1 : Matrix (Fin 2) (Fin 2) ℂ)) * 1 +
      -pauliDot p * ((energy M p + M)⁻¹ • pauliDot p) = M • 1 := by
    rw [Matrix.mul_one, Matrix.neg_mul, Matrix.mul_smul, hs]
    nth_rewrite 4 [← hc]
    module
  have h2 : pauliDot p * 1 + -(energy M p • (1 : Matrix (Fin 2) (Fin 2) ℂ)) *
      ((energy M p + M)⁻¹ • pauliDot p) = M • ((energy M p + M)⁻¹ • pauliDot p) := by
    rw [Matrix.mul_one, Matrix.neg_mul, Matrix.smul_mul, Matrix.one_mul, smul_smul,
      smul_smul, ← hd]
    module
  rw [slash, spinor, Matrix.mul_smul, fromBlocks_mul_fromRows, h1, h2, smul_comm M]
  congr 1
  ext (i | i) j <;> simp

end

end NonrelativisticFormFactor
```

Messages:

```
Main.lean:66:2: error: No applicable extensionality theorem found for type
  ℝ

Note: Extensionality theorems can be registered by marking them with the `[ext]` attribute
```

What went wrong. The message says that `ext` was given an equation between real numbers, where it has no extensionality theorem to apply. The fault lies earlier, in `smul_comm M`. It was meant to swap `M` and the square root on the right-hand side, but `rw` takes the first match, and after `h2` that is the lower block on the left, `M • ((energy M p + M)⁻¹ • pauliDot p)`. The swap happened there, and the right-hand side still began with `M`.

The two sides were then a multiple by √(E+M) and a multiple by M. `congr 1` matched the scalars and asked for √(E+M) = M, which is false in general, so a different tactic in place of `ext` would not have rescued this step.

The repair first proves `h3`, which takes the common factor `M` out of the two blocks; the old `ext` and `simp` line does this, now on a matrix equation. After rewriting with `h3`, the sides differ only in the order of the two scalars, and `exact smul_comm _ _ _` closes the whole goal, with no search for a place to rewrite.

As a diff, the version that Lean accepts:

```diff
@@ -62,7 +62,10 @@
       smul_smul, ← hd]
     module
-  rw [slash, spinor, Matrix.mul_smul, fromBlocks_mul_fromRows, h1, h2, smul_comm M]
-  congr 1
-  ext (i | i) j <;> simp
+  have h3 : fromRows (M • (1 : Matrix (Fin 2) (Fin 2) ℂ))
+      (M • ((energy M p + M)⁻¹ • pauliDot p)) =
+      M • fromRows 1 ((energy M p + M)⁻¹ • pauliDot p) := by
+    ext (i | i) j <;> simp
+  rw [slash, spinor, Matrix.mul_smul, fromBlocks_mul_fromRows, h1, h2, h3]
+  exact smul_comm _ _ _
 
 end
```
